# The first-order change of a determinant at an invertible real matrix

Let `M` and `N` be real square matrices of the same finite size, with `M` invertible and `N` arbitrary. The theorem says that the determinant of `M + y • N`, as a function of the real number `y`, has derivative det M · tr(M⁻¹N) at `y = 0`. If the columns of `M` are read as the edge vectors of a cell, this is the rate at which the cell's signed volume changes when the edges are displaced along `N`. The proof factors out det M, expands the remaining determinant about the identity as 1 plus a trace term linear in `y` plus a remainder containing `y ^ 2`, and differentiates term by term.

Lean 4 with Mathlib refuses this proof:

```lean
import Mathlib

open Matrix Filter Topology
open scoped Matrix.Norms.Operator

namespace StrainResponse

noncomputable section

variable {n : Type*} [Fintype n] [DecidableEq n]

/-- Jacobi's formula along a line: at an invertible `M`, the determinant changes in the
direction `N` at the rate `det M tr(M⁻¹ N)`. -/
theorem hasDerivAt_det (M N : Matrix n n ℝ) (hM : IsUnit M.det) :
    HasDerivAt (fun y : ℝ => (M + y • N).det) (M.det * (M⁻¹ * N).trace) 0 := by
  -- factor out `M`, then expand the determinant about the identity
  have key : ∀ y : ℝ, (M + y • N).det = M.det * (1 + y • (M⁻¹ * N)).det := by
    intro y
    rw [← Matrix.det_mul, Matrix.mul_add, Matrix.mul_one, Matrix.mul_smul, ← Matrix.mul_assoc,
      Matrix.mul_nonsing_inv M hM, Matrix.one_mul]
  simp only [key, Matrix.det_one_add_smul]
  exact (((((hasDerivAt_id' (0 : ℝ)).const_mul (M⁻¹ * N).trace).const_add 1).fun_add
    ((Polynomial.hasDerivAt _ 0).fun_mul ((hasDerivAt_id' (0 : ℝ)).fun_pow 2))).const_mul
    M.det).congr_deriv (by simp)

end

end StrainResponse
```

The compiler's answer:

```
Main.lean:21:18: warning: Possibly looping simp theorem: `det_one_add_smul`

Hint: You can disable a simp theorem from the default simp set by passing `- theoremName` to `simp`.
Main.lean:21:2: error: Tactic `simp` failed with a nested error:
maximum recursion depth has been reached
use `set_option maxRecDepth <num>` to increase limit
use `set_option diagnostics true` to get diagnostic information
```

Cause. The error says that `simp` reached its recursion limit, and the warning names `det_one_add_smul` as a possible cause. This lemma expands `det (1 + r • A)`, but the coefficient of `r ^ 2` in its right-hand side is built from another determinant of the same form, `det (1 + X • A.map C)`, over the polynomial ring. `simp only` rewrites that one too, which produces another over polynomials in polynomials, and so on without end.

The repair applies the lemma once, with `rw`, which does not go on to rewrite the result. Since `y` is bound inside the function being differentiated, `funext` first turns the lemma into an equation between functions, with `y` and `M⁻¹ * N` given explicitly.

The left side of that equation is the whole function `fun y => (1 + y • (M⁻¹ * N)).det`, so `rw` finds it only where this function stands by itself, without the factor `M.det` in its body. This is why the derivative of the second factor is proved separately as `h`, by the same calculation as before. The factor `M.det` is brought in afterwards with `funext key` and `const_mul`.

After these edits no error is left:

```diff
@@ -19,8 +19,11 @@
     rw [← Matrix.det_mul, Matrix.mul_add, Matrix.mul_one, Matrix.mul_smul, ← Matrix.mul_assoc,
       Matrix.mul_nonsing_inv M hM, Matrix.one_mul]
-  simp only [key, Matrix.det_one_add_smul]
-  exact (((((hasDerivAt_id' (0 : ℝ)).const_mul (M⁻¹ * N).trace).const_add 1).fun_add
-    ((Polynomial.hasDerivAt _ 0).fun_mul ((hasDerivAt_id' (0 : ℝ)).fun_pow 2))).const_mul
-    M.det).congr_deriv (by simp)
+  have h : HasDerivAt (fun y : ℝ => (1 + y • (M⁻¹ * N)).det) (M⁻¹ * N).trace 0 := by
+    rw [funext fun y : ℝ => Matrix.det_one_add_smul y (M⁻¹ * N)]
+    exact ((((hasDerivAt_id' (0 : ℝ)).const_mul (M⁻¹ * N).trace).const_add 1).fun_add
+      ((Polynomial.hasDerivAt _ 0).fun_mul
+        ((hasDerivAt_id' (0 : ℝ)).fun_pow 2))).congr_deriv (by simp)
+  rw [funext key]
+  exact h.const_mul M.det
 
 end
```
